# Transition amplitudes out of the extreme state of a spin under a rotation

A spin j can be described by homogeneous polynomials of degree 2j in two variables, with basis states x^m y^n / √(m! n!), on which a two-by-two matrix acts by linear substitution. The lemma `amplitude_extreme` says that the matrix with rows (a, b) and (−b̄, ā) takes the extreme state, with exponents (m + k, 0), to the state (m, k) with amplitude √(m! k!) / √((m + k)!) · C(m + k, m) a^m b^k, where C(m + k, m) is the binomial coefficient. Here a and b are any complex numbers; the matrix is a spin rotation when |a|² + |b|² = 1, and for other nonzero pairs the normalised amplitude is found by dividing by (|a|² + |b|²)^((m + k)/2). The proof expands (ax + by)^(m + k) by the binomial theorem, as a sum over pairs of exponents that add up to m + k, and shows that only the pair (m, k) contributes to the coefficient wanted.

Lean 4 with Mathlib refuses this proof:

```lean
import Mathlib

open MvPolynomial ComplexConjugate

namespace MajoranaSpinFlip

noncomputable section

/-- The matrix `[[a, b], [-conj b, conj a]]` with Cayley-Klein parameters `a` and `b`. -/
def cayleyKlein (a b : ℂ) : Matrix (Fin 2) (Fin 2) ℂ := !![a, b; -conj b, conj a]

/-- The action of a two-by-two matrix on polynomials in `x = X 0` and `y = X 1` by linear
substitution of the variables. -/
def substitution (U : Matrix (Fin 2) (Fin 2) ℂ) :
    MvPolynomial (Fin 2) ℂ →ₐ[ℂ] MvPolynomial (Fin 2) ℂ :=
  aeval (fun i => ∑ j, C (U i j) * X j)

/-- The exponent pair of the monomial `x^m y^n`. -/
def occ (m n : ℕ) : Fin 2 →₀ ℕ := Finsupp.single 0 m + Finsupp.single 1 n

/-- The normalisation `√(m! n!)`. -/
def nrm (m n : ℕ) : ℂ := ((Real.sqrt ((m.factorial : ℝ) * n.factorial) : ℝ) : ℂ)

/-- The basis state `x^m y^n / √(m! n!)` of degree `m + n`. -/
def state (m n : ℕ) : MvPolynomial (Fin 2) ℂ := C (nrm m n)⁻¹ * (X 0 ^ m * X 1 ^ n)

/-- The amplitude for `U` to take the state `(m, n)` to the state `(m', n')`: the coefficient of
`x^m' y^n'` in the transformed state, times `√(m'! n'!)`. -/
def amplitude (U : Matrix (Fin 2) (Fin 2) ℂ) (m n m' n' : ℕ) : ℂ :=
  nrm m' n' * coeff (occ m' n') (substitution U (state m n))

lemma occ_inj {i j m n : ℕ} (h : occ i j = occ m n) : i = m ∧ j = n := by
  have h0 := DFunLike.congr_fun h 0
  have h1 := DFunLike.congr_fun h 1
  simp [occ] at h0 h1
  exact ⟨h0, h1⟩

lemma monomial_occ (m n : ℕ) (c : ℂ) :
    monomial (occ m n) c = C c * (X 0 ^ m * X 1 ^ n) := by
  simp [occ, X_pow_eq_monomial, monomial_mul, C_mul_monomial]

lemma substitution_state (a b : ℂ) (m n : ℕ) :
    substitution (cayleyKlein a b) (state m n) = C (nrm m n)⁻¹ *
      ((C a * X 0 + C b * X 1) ^ m * (C (-conj b) * X 0 + C (conj a) * X 1) ^ n) := by
  simp [substitution, state, cayleyKlein, Fin.sum_univ_two, algebraMap_eq]

lemma amplitude_extreme (a b : ℂ) (m k : ℕ) :
    amplitude (cayleyKlein a b) (m + k) 0 m k =
      nrm m k * ((nrm (m + k) 0)⁻¹ * (((m + k).choose m : ℂ) * a ^ m * b ^ k)) := by
  have term (q : ℕ × ℕ) : (m + k).choose q.1 •
      ((C a * X 0) ^ q.1 * (C b * X 1) ^ q.2 : MvPolynomial (Fin 2) ℂ) =
      monomial (occ q.1 q.2) (((m + k).choose q.1 : ℂ) * a ^ q.1 * b ^ q.2) := by
    rw [monomial_occ, nsmul_eq_mul]
    simp only [map_mul, map_pow, map_natCast]
    ring
  rw [amplitude, substitution_state, pow_zero, mul_one, coeff_C_mul,
    (Commute.all _ _).add_pow']
  simp only [term]
  rw [coeff_sum, Finset.sum_eq_single (m, k)]
  · simp only [coeff_monomial, if_true]
  · intro q _ hq
    rw [coeff_monomial]
    exact if_neg fun h => hq (Prod.ext (occ_inj h).1 (occ_inj h).2)
  · intro h
    exact absurd (Finset.HasAntidiagonal.mem_antidiagonal.mpr rfl) h

end

end MajoranaSpinFlip
```

The compiler's answer:

```
Main.lean:65:67: error: Application type mismatch: The argument
  h
has type
  (m, k) ∉ @Finset.HasAntidiagonal.antidiagonal ℕ Nat.instAddMonoid Finset.Nat.instHasAntidiagonal (m + k)
but is expected to have type
  ?m.259 ∉ @Finset.HasAntidiagonal.antidiagonal ?m.262 ?m.256 ?m.257 (?m.259.1 + ?m.259.2)
in the application
  absurd (Finset.HasAntidiagonal.mem_antidiagonal.mpr rfl) h
```

Cause. The error is in the last case left by `Finset.sum_eq_single`, where `h` says that `(m, k)` is not in the antidiagonal of `m + k`, and this has to be refuted.

In `absurd (Finset.HasAntidiagonal.mem_antidiagonal.mpr rfl) h` the membership proof comes first, with nothing to say which pair or which sum is meant. The `rfl` then sets the sum equal to `?m.259.1 + ?m.259.2`, the components of a pair still unknown. When Lean reaches `h`, it has to match this form with `(m, k)` and `m + k`, and the message reports that it could not. The mathematics is right, but the information arrives too late.

The repair applies `h` to the membership proof instead. The type of `h` now tells Lean which membership is to be proved, so the pair and the sum are known from the start. The `show` writes out the equation `m + k = m + k`, which is what the condition on the components of `(m, k)` reduces to, and `rfl` proves it. The result is a proof of `False`, from which `.elim` gives the goal.

The repair, with which the file compiles:

```diff
@@ -63,5 +63,5 @@
     exact if_neg fun h => hq (Prod.ext (occ_inj h).1 (occ_inj h).2)
   · intro h
-    exact absurd (Finset.HasAntidiagonal.mem_antidiagonal.mpr rfl) h
+    exact (h (Finset.HasAntidiagonal.mem_antidiagonal.mpr (show m + k = m + k from rfl))).elim
 
 end
```
